# Positive rates between all pairs of states admit Boltzmann energies exactly when every triangle balances

A molecule in contact with a heat bath hops between a handful of nondegenerate levels, and I have a rate for every jump, each obtained separately. If the bath has a single temperature, the forward and backward rates of any pair should give me the energy difference of that pair. But with three or more levels there are more pairs than independent energy differences, so the values may contradict each other. Going from A to B to C may cost something other than going from A to C directly.

How do I tell whether any set of energies fits all the rates? Is it enough to check loops of three states, or could a loop of four or five still go wrong? And if the energies exist, could the populations settle into something other than the Boltzmann distribution?

## Three-state loops suffice when every pair is connected

Checking triangles is enough, provided that every jump between distinct states has a positive rate. Longer loops then balance automatically, and on a finite set of states the only stationary populations are Boltzmann populations.

Write $k_{ij}$ for the rate of the jump $i\to j$ and $E_i$ for the energy of state $i$ in units of the thermal energy. Detailed balance says that in equilibrium no pair of states carries a net current:
$$e^{-E_i}k_{ij}=e^{-E_j}k_{ji}.$$

**From energies to triangles.** Multiply the balance relations for $i\to j$, $j\to l$ and $l\to i$:
$$e^{-E_i-E_j-E_l}\,k_{ij}k_{jl}k_{li}=e^{-E_j-E_l-E_i}\,k_{ji}k_{lj}k_{il}.$$
The exponentials are equal and nonzero, so they cancel, leaving $k_{ij}k_{jl}k_{li}=k_{il}k_{lj}k_{ji}$.

**From triangles to energies.** Pick a reference state $o$ and set $E_i=\log k_{io}-\log k_{oi}$. Then $E_o=0$, and $e^{-E_i}=k_{oi}/k_{io}$ for $i\neq o$. Balance between $i$ and $o$ is immediate, since $(k_{oi}/k_{io})\,k_{io}=k_{oi}$. For distinct $i,j$ other than $o$, balance requires
$$\frac{k_{oi}}{k_{io}}k_{ij}=\frac{k_{oj}}{k_{jo}}k_{ji},\qquad\text{that is,}\qquad k_{ij}k_{jo}k_{oi}=k_{io}k_{oj}k_{ji},$$
which is the triangle condition for $i,j,o$.

**Longer loops.** Along a path $p(0),p(1),\dots,p(n)$, detailed balance gives
$$e^{-E_{p(0)}}\prod_{t<n}k_{p(t)\,p(t+1)}=e^{-E_{p(n)}}\prod_{t<n}k_{p(t+1)\,p(t)}.$$
For $n=0$ both products are empty. Each further jump multiplies the left side by $k_{p(n)\,p(n+1)}$, and detailed balance turns $e^{-E_{p(n)}}k_{p(n)\,p(n+1)}$ into $e^{-E_{p(n+1)}}k_{p(n+1)\,p(n)}$ on the right. If the path closes, the exponentials cancel and the two products agree.

**Stationary populations.** Let $p_i$ now be the population of state $i$, and put $x_i=p_ie^{E_i}$. The net flow from $j$ into $m$ is
$$p_jk_{jm}-p_mk_{mj}=e^{-E_m}k_{mj}\,(x_j-x_m).$$
Choose $m$ with $x_m$ largest. No flow into $m$ is then positive, yet the flows sum to zero, so each one vanishes and $x_j=x_m$ for all $j$. Hence $p_i=c\,e^{-E_i}$ for a constant $c$. Conversely, such populations make every pair's flow zero.

## Rates that pass, rates that fail, and two states

Take states 0, 1, 2 with $k_{01}=2$, $k_{10}=1$, $k_{12}=3$, $k_{21}=1$, $k_{20}=1$, $k_{02}=6$. The loop $0\to1\to2\to0$ gives $2\cdot3\cdot1=6$, and the reverse gives $6\cdot1\cdot1=6$. With $o=0$ the energies are $0,-\log2,-\log6$, the Boltzmann weights are $1,2,6$, and the normalised populations are $1/9,2/9,6/9$. The pair that was not used to define the energies also balances: $2\cdot3=6\cdot1$.

If instead every jump along $0\to1\to2\to0$ has rate 2 and every reverse jump rate 1, the products are 8 and 1, and no energies fit.

With only two states, $i$ and $o$, there is nothing to check. Any triple repeats a state, and its two products contain the same factors. The normalised population of $i$ is $k_{oi}/(k_{io}+k_{oi})$.

## What the Lean statements say about the rates

The states form a type `ι`, and `k i j` is the rate from `i` to `j`; some texts order the indices the other way. `DetailedBalance k E` and `TriangleCondition k` are the two conditions above, required for all states, repeated ones included. The main theorem, `kolmogorov_criterion`, says that if `k i j` is positive whenever `i ≠ j`, some real function `E` gives detailed balance if and only if the triangle condition holds. The set of states may be finite or infinite.

The diagonal entries `k i i` are arbitrary and cancel in `netFlow`, the right-hand side of the master equation. They need not be the negative escape rates found on the diagonal of a rate matrix.

`stationary_iff_boltzmann` assumes a finite nonempty set, positive rates between distinct states and detailed balance. Its `p` is any real function, neither normalised nor assumed nonnegative; for populations that sum to one, $c=1/\sum_j e^{-E_j}$. In `path_reversal` and `loop_condition` the letter `p` means a path.

Positivity says that every pair of states is directly connected in both directions. When jumps are missing, Kolmogorov's criterion may have to look at longer loops: in a four-state ring with jumps only between neighbours, every triangle of distinct states reads $0=0$, even if the ring runs faster one way than the other. Allowing zero rates would therefore break the triangle test.

The result bears on rate equations for level populations and on kinetic Monte Carlo, for time-independent rates, all pairs connected and no coherences. The step left to physics is to identify the fitted `E` with the molecule's actual levels at the bath temperature; the theorem only finds numbers that fit the rates.

```lean
import Mathlib

open Finset

namespace KolmogorovCriterion

noncomputable section

variable {ι : Type*}

/-- Detailed balance: the Boltzmann-weighted rates of each jump `i → j` and of its reverse
agree, with energies `E` in units of the thermal energy. -/
def DetailedBalance (k : ι → ι → ℝ) (E : ι → ℝ) : Prop :=
  ∀ i j, Real.exp (-E i) * k i j = Real.exp (-E j) * k j i

/-- The triangle condition: the product of rates around any three states is the same in
both directions. -/
def TriangleCondition (k : ι → ι → ℝ) : Prop :=
  ∀ i j l, k i j * k j l * k l i = k i l * k l j * k j i

/-- The energy of state `i` relative to a reference state `o`, read off from the two rates
that connect them; the formula is meant for positive rates between distinct states. -/
def referenceEnergy (k : ι → ι → ℝ) (o i : ι) : ℝ :=
  Real.log (k i o) - Real.log (k o i)

/-- The right-hand side of the master equation: the net probability flow into state `i`. -/
def netFlow [Fintype ι] (k : ι → ι → ℝ) (p : ι → ℝ) (i : ι) : ℝ :=
  ∑ j, (p j * k j i - p i * k i j)

/-- Rates that obey detailed balance satisfy the triangle condition. -/
theorem triangle_of_detailedBalance {k : ι → ι → ℝ} {E : ι → ℝ}
    (h : DetailedBalance k E) : TriangleCondition k := by
  intro i j l
  have hW : Real.exp (-E i) * Real.exp (-E j) * Real.exp (-E l) ≠ 0 := by positivity
  apply mul_left_cancel₀ hW
  -- each Boltzmann factor appears once on either side
  calc Real.exp (-E i) * Real.exp (-E j) * Real.exp (-E l) * (k i j * k j l * k l i)
      = (Real.exp (-E i) * k i j) * (Real.exp (-E j) * k j l)
          * (Real.exp (-E l) * k l i) := by ring
    _ = (Real.exp (-E j) * k j i) * (Real.exp (-E l) * k l j)
          * (Real.exp (-E i) * k i l) := by rw [h i j, h j l, h l i]
    _ = _ := by ring

/-- If the rates between distinct states are positive and satisfy the triangle condition,
the energies relative to any reference state give detailed balance. -/
theorem detailedBalance_referenceEnergy {k : ι → ι → ℝ}
    (hk : ∀ i j, i ≠ j → 0 < k i j) (h : TriangleCondition k) (o : ι) :
    DetailedBalance k (referenceEnergy k o) := by
  intro i j
  have ho : Real.exp (-referenceEnergy k o o) = 1 := by simp [referenceEnergy]
  have hw : ∀ a, a ≠ o → Real.exp (-referenceEnergy k o a) = k o a / k a o := by
    intro a ha
    unfold referenceEnergy
    rw [neg_sub, Real.exp_sub, Real.exp_log (hk o a ha.symm), Real.exp_log (hk a o ha)]
  by_cases hij : i = j
  · rw [hij]
  by_cases hi : i = o
  · rw [hi] at hij ⊢
    have hj : j ≠ o := Ne.symm hij
    rw [ho, hw j hj, one_mul, div_mul_cancel₀ _ (hk j o hj).ne']
  by_cases hj : j = o
  · rw [hj, ho, hw i hi, one_mul, div_mul_cancel₀ _ (hk i o hi).ne']
  -- three distinct states: this is the triangle condition for `i`, `j`, `o`
  rw [hw i hi, hw j hj, div_mul_eq_mul_div, div_mul_eq_mul_div,
    div_eq_div_iff (hk i o hi).ne' (hk j o hj).ne']
  linear_combination h i j o

/-- Kolmogorov criterion: for positive rates between distinct states, energies that give
detailed balance exist if and only if the triangle condition holds. -/
theorem kolmogorov_criterion {k : ι → ι → ℝ} (hk : ∀ i j, i ≠ j → 0 < k i j) :
    (∃ E : ι → ℝ, DetailedBalance k E) ↔ TriangleCondition k := by
  constructor
  · rintro ⟨E, h⟩
    exact triangle_of_detailedBalance h
  · intro h
    rcases isEmpty_or_nonempty ι with hι | ⟨⟨o⟩⟩
    · exact ⟨fun _ => 0, fun i => hι.elim i⟩
    · exact ⟨referenceEnergy k o, detailedBalance_referenceEnergy hk h o⟩

/-- Under detailed balance, the rate product along a path, weighted by the Boltzmann factor of its
first state, equals the rate product along the reversed path, weighted by the Boltzmann factor of
the state where the reversed path starts. -/
theorem path_reversal {k : ι → ι → ℝ} {E : ι → ℝ} (h : DetailedBalance k E)
    (p : ℕ → ι) (n : ℕ) :
    Real.exp (-E (p 0)) * ∏ t ∈ range n, k (p t) (p (t + 1))
      = Real.exp (-E (p n)) * ∏ t ∈ range n, k (p (t + 1)) (p t) := by
  induction n with
  | zero => simp
  | succ n ih =>
    rw [prod_range_succ, prod_range_succ]
    linear_combination k (p n) (p (n + 1)) * ih
      + (∏ t ∈ range n, k (p (t + 1)) (p t)) * h (p n) (p (n + 1))

/-- For positive rates between distinct states, the triangle condition implies that the
rate products in the two directions agree around closed loops of every length. -/
theorem loop_condition {k : ι → ι → ℝ} (hk : ∀ i j, i ≠ j → 0 < k i j)
    (h : TriangleCondition k) (p : ℕ → ι) (n : ℕ) (hp : p n = p 0) :
    ∏ t ∈ range n, k (p t) (p (t + 1)) = ∏ t ∈ range n, k (p (t + 1)) (p t) := by
  obtain ⟨E, hE⟩ := (kolmogorov_criterion hk).2 h
  have key := path_reversal hE p n
  rw [hp] at key
  exact mul_left_cancel₀ (Real.exp_ne_zero _) key

/-- On a finite nonempty set of states with positive rates between distinct states and
detailed balance, the stationary solutions of the master equation are exactly the multiples
of the Boltzmann weights. -/
theorem stationary_iff_boltzmann [Fintype ι] [Nonempty ι] {k : ι → ι → ℝ} {E : ι → ℝ}
    (hk : ∀ i j, i ≠ j → 0 < k i j) (h : DetailedBalance k E) (p : ι → ℝ) :
    (∀ i, netFlow k p i = 0) ↔ ∃ c : ℝ, ∀ i, p i = c * Real.exp (-E i) := by
  constructor
  · intro hp
    -- choose the state where the ratio of `p` to the Boltzmann weight is largest
    obtain ⟨m, hm'⟩ := Finite.exists_max (fun i => p i * Real.exp (E i))
    have hm : ∀ i, p i * Real.exp (E i) ≤ p m * Real.exp (E m) := hm'
    have hx : ∀ i, p i = p i * Real.exp (E i) * Real.exp (-E i) := by
      intro i
      rw [mul_assoc, ← Real.exp_add, add_neg_cancel, Real.exp_zero, mul_one]
    have hterm : ∀ j, p j * k j m - p m * k m j
        = Real.exp (-E m) * k m j * (p j * Real.exp (E j) - p m * Real.exp (E m)) := by
      intro j
      linear_combination k j m * hx j - k m j * hx m - p j * Real.exp (E j) * h m j
    -- no flow into this state is positive and the flows sum to zero, so each one vanishes
    have hnonpos : ∀ j ∈ (univ : Finset ι), p j * k j m - p m * k m j ≤ 0 := by
      intro j _
      by_cases hj : j = m
      · rw [hj, sub_self]
      · rw [hterm j]
        have hpos := mul_pos (Real.exp_pos (-E m)) (hk m j (Ne.symm hj))
        have := mul_nonneg hpos.le (sub_nonneg.2 (hm j))
        linarith
    have hzero := (sum_eq_zero_iff_of_nonpos hnonpos).1 (hp m)
    refine ⟨p m * Real.exp (E m), fun j => ?_⟩
    by_cases hj : j = m
    · rw [hj]
      exact hx m
    · have hz := hzero j (mem_univ j)
      rw [hterm j] at hz
      have hpos := mul_pos (Real.exp_pos (-E m)) (hk m j (Ne.symm hj))
      have heq := sub_eq_zero.1 ((mul_eq_zero.1 hz).resolve_left hpos.ne')
      rw [← heq]
      exact hx j
  · rintro ⟨c, hc⟩ i
    unfold netFlow
    apply sum_eq_zero
    intro j _
    rw [hc i, hc j]
    linear_combination c * h j i

/-- A three-state ring in which jumps `0 → 1 → 2 → 0` have rate 2 and all others rate 1. -/
def biasedRing (i j : Fin 3) : ℝ := if j = i + 1 then 2 else 1

/-- The biased ring has positive rates, but no energies give it detailed balance. -/
theorem biasedRing_no_energies :
    (∀ i j, 0 < biasedRing i j) ∧ ¬ ∃ E : Fin 3 → ℝ, DetailedBalance biasedRing E := by
  constructor
  · intro i j
    unfold biasedRing
    split_ifs <;> norm_num
  · rintro ⟨E, h⟩
    have key := triangle_of_detailedBalance h 0 1 2
    have h01 : biasedRing 0 1 = 2 := if_pos (by decide)
    have h12 : biasedRing 1 2 = 2 := if_pos (by decide)
    have h20 : biasedRing 2 0 = 2 := if_pos (by decide)
    have h02 : biasedRing 0 2 = 1 := if_neg (by decide)
    have h21 : biasedRing 2 1 = 1 := if_neg (by decide)
    have h10 : biasedRing 1 0 = 1 := if_neg (by decide)
    -- the two directions give 8 and 1
    rw [h01, h12, h20, h02, h21, h10] at key
    norm_num at key

end

end KolmogorovCriterion
```

```lean
#print axioms KolmogorovCriterion.detailedBalance_referenceEnergy
#print axioms KolmogorovCriterion.loop_condition
#print axioms KolmogorovCriterion.stationary_iff_boltzmann
#print axioms KolmogorovCriterion.biasedRing_no_energies
```

```
'KolmogorovCriterion.detailedBalance_referenceEnergy' depends on axioms: [propext, Classical.choice, Quot.sound]
'KolmogorovCriterion.loop_condition' depends on axioms: [propext, Classical.choice, Quot.sound]
'KolmogorovCriterion.stationary_iff_boltzmann' depends on axioms: [propext, Classical.choice, Quot.sound]
'KolmogorovCriterion.biasedRing_no_energies' depends on axioms: [propext, Classical.choice, Quot.sound]
```

## From the balance relations to the Lean proofs

`triangle_of_detailedBalance` multiplies both sides by the three Boltzmann factors. Its `calc` block regroups them, applies detailed balance to each jump and regroups again; `mul_left_cancel₀` removes the common factor.

`detailedBalance_referenceEnergy` is the construction with the reference state. The facts `ho` and `hw` give the Boltzmann factors $1$ and $k_{oa}/k_{ao}$. The case splits dispose of equal states and of pairs containing `o`. For three distinct states, `div_eq_div_iff` clears the denominators, and `linear_combination h i j o` supplies the triangle. `kolmogorov_criterion` joins the two directions and treats an empty set of states separately, since it has no reference state to choose.

`path_reversal` is the induction along the path: its `linear_combination` adds the previous step, times the new forward rate, to the balance relation for the new jump, times the old reverse product. `loop_condition` first obtains energies from the criterion, then sets the end points equal and cancels.

In `stationary_iff_boltzmann`, `Finite.exists_max` selects the state `m`, and `hterm` is the factorised flow. `hnonpos` records that no flow into `m` is positive, and `sum_eq_zero_iff_of_nonpos` concludes that each is zero. Since the prefactor is positive, the ratios $x_j$ and $x_m$ agree. The converse shows that each term of the sum vanishes.

`biasedRing_no_energies` is the failing example above. It evaluates the six rates and reduces the triangle condition to the false equation $8=1$.
